# With summed generators, exact model-space decoupling is size-consistent for two non-interacting fragments

**A:** Take two fragments, $i=1,2$, with Hamiltonians $H_i$, generators $S_i$ and model-space projectors $P_i$, all finite complex matrices. Suppose that $K_i=e^{S_i}H_ie^{-S_i}$ commutes with $P_i$. Then $S=S_1\otimes 1+1\otimes S_2$ transforms $H=H_1\otimes 1+1\otimes H_2$ into $K=K_1\otimes 1+1\otimes K_2$, and $K$ commutes with $P_1\otimes P_2$.

**Q:** The Hamiltonians add, but a similarity transformation is not linear in its generator. Why are there no cross terms?

**A:** Because the exponential factorises. Since $(S_1\otimes 1)^k=S_1^k\otimes 1$, the power series gives $e^{S_1\otimes 1}=e^{S_1}\otimes 1$, and likewise $e^{1\otimes S_2}=1\otimes e^{S_2}$. The two embedded generators commute, as either order of multiplication gives $S_1\otimes S_2$. Hence $e^{\pm S}=e^{\pm S_1}\otimes e^{\pm S_2}$, and

$$e^{S}(H_1\otimes 1)e^{-S}=e^{S_1}H_1e^{-S_1}\otimes e^{S_2}e^{-S_2}=K_1\otimes 1 .$$

The second term gives $1\otimes K_2$ in the same way. For the projector,

$$K(P_1\otimes P_2)=K_1P_1\otimes P_2+P_1\otimes K_2P_2=P_1K_1\otimes P_2+P_1\otimes P_2K_2=(P_1\otimes P_2)K .$$

**Q:** Now show me what the formal objects are.

**A:** The index types `m` and `n` label the basis states of the two fragments, and the pairs `m × n` label those of the composite.

In Lean 4 with Mathlib:

```lean
import Mathlib

open Matrix
open scoped Kronecker

namespace SizeConsistentDecoupling

noncomputable section

variable {m n : Type*} [Fintype m] [DecidableEq m] [Fintype n] [DecidableEq n]
```

The composite Hamiltonian and the composite generator are both built by `kronSum`. It contains no coupling term, so the fragments don't interact.

```lean
/-- The sum `A ⊗ 1 + 1 ⊗ B` of one operator on each of two fragments. -/
def kronSum (A : Matrix m m ℂ) (B : Matrix n n ℂ) : Matrix (m × n) (m × n) ℂ :=
  A ⊗ₖ (1 : Matrix n n ℂ) + (1 : Matrix m m ℂ) ⊗ₖ B
```

The transformation is `dress`, with the sign convention $e^{S}He^{-S}$.

```lean
/-- The transformed Hamiltonian `exp(S) H exp(-S)`. -/
def dress (S H : Matrix m m ℂ) : Matrix m m ℂ :=
  NormedSpace.exp S * H * NormedSpace.exp (-S)
```

If $v$ and $w$ are states of the two fragments, their product state has amplitudes $v_iw_k$, where $i$ and $k$ now label basis states.

```lean
/-- The product of a state of the first fragment and a state of the second. -/
def productState (v : m → ℂ) (w : n → ℂ) : m × n → ℂ := fun p => v p.1 * w p.2
```

**Q:** Schrieffer–Wolff generators are anti-Hermitian. I see no such condition.

**A:** None is needed. The matrices are arbitrary, so the unitary case is included, and so are non-unitary similarity transformations. Even $P_i^2=P_i$ is not assumed. When $P_i$ is a projector, the commutation condition says that $K_i$ has no matrix elements between the model space and its complement. For a Hubbard cluster, the model space could be the states without double occupancy; $P_1\otimes P_2$ then keeps only states with no doubly occupied site on either cluster.

**Q:** You used the power series freely. Does the file?

**A:** It first proves convergence. If $c$ is the sum of the absolute values of all entries of $A$, induction gives $|(A^k)_{ij}|\le c^k$, and $\sum_k c^k/k!$ converges.

```lean
private lemma exp_series (A : Matrix m m ℂ) :
    HasSum (fun k : ℕ => ((k.factorial : ℂ)⁻¹) • A ^ k) (NormedSpace.exp A) := by
  obtain ⟨c, hc⟩ : ∃ c : ℝ, c = ∑ l, ∑ x, ‖A l x‖ := ⟨_, rfl⟩
  have hc0 : 0 ≤ c := by rw [hc]; positivity
  -- the entries of the powers grow at most geometrically
  have hb : ∀ (k : ℕ) (i j : m), ‖(A ^ k) i j‖ ≤ c ^ k := by
    intro k
    induction k with
    | zero => intro i j; by_cases h : i = j <;> simp [h]
    | succ k ih =>
      intro i j
      rw [pow_succ A, Matrix.mul_apply, pow_succ c]
      calc ‖∑ l, (A ^ k) i l * A l j‖ ≤ ∑ l, ‖(A ^ k) i l * A l j‖ := norm_sum_le _ _
        _ ≤ ∑ l, c ^ k * ∑ x, ‖A l x‖ := Finset.sum_le_sum fun l _ => by
          rw [norm_mul]
          exact mul_le_mul (ih i l) (Finset.single_le_sum (f := fun x => ‖A l x‖)
            (fun _ _ => norm_nonneg _) (Finset.mem_univ j)) (norm_nonneg _) (by positivity)
        _ = c ^ k * c := by rw [← Finset.mul_sum, ← hc]
  have hs : Summable (fun (k : ℕ) (i j : m) =>
      (((k.factorial : ℂ)⁻¹) • A ^ k : Matrix m m ℂ) i j) := by
    refine Pi.summable.2 fun i => Pi.summable.2 fun j => ?_
    refine Summable.of_norm_bounded (g := fun k : ℕ => c ^ k / (k.factorial : ℝ))
      (Real.summable_pow_div_factorial c) fun k => ?_
    show ‖(((k.factorial : ℂ)⁻¹) • A ^ k : Matrix m m ℂ) i j‖ ≤ c ^ k / (k.factorial : ℝ)
    rw [Matrix.smul_apply, smul_eq_mul, norm_mul, norm_inv, Complex.norm_natCast,
      div_eq_inv_mul]
    exact mul_le_mul_of_nonneg_left (hb k i j) (by positivity)
  rw [NormedSpace.exp_eq_tsum (𝕂 := ℂ)]
  exact (hs.map Matrix.ofAddEquiv (continuous_matrix fun i j =>
    (continuous_apply j).comp (continuous_apply i))).hasSum
```

A continuous ring homomorphism that respects complex scalars can then be applied term by term, so it carries $e^A$ to the exponential of the image.

```lean
private lemma map_exp_matrix (f : Matrix m m ℂ →+* Matrix n n ℂ) (hf : Continuous f)
    (hs : ∀ (c : ℂ) X, f (c • X) = c • f X) (A : Matrix m m ℂ) :
    NormedSpace.exp (f A) = f (NormedSpace.exp A) := by
  have h := (exp_series A).map f hf
  have e : (f ∘ fun k : ℕ => ((k.factorial : ℂ)⁻¹) • A ^ k) =
      fun k : ℕ => ((k.factorial : ℂ)⁻¹) • f A ^ k :=
    funext fun k => by simp only [Function.comp_apply, hs, map_pow]
  rw [e] at h
  exact (exp_series (f A)).unique h
```

The next lemma is $e^{S}e^{-S}=1$, from the fact that $S$ commutes with $-S$.

```lean
private lemma exp_mul_exp_neg (S : Matrix m m ℂ) :
    NormedSpace.exp S * NormedSpace.exp (-S) = 1 := by
  rw [← Matrix.exp_add_of_commute _ _ (Commute.neg_right (Commute.refl S)),
    add_neg_cancel, NormedSpace.exp_zero]
```

**Q:** And the factorisation itself?

**A:** In `exp_kronSum`, the maps `f` and `g` are the embeddings $X\mapsto X\otimes 1$ and $X\mapsto 1\otimes X$. The previous lemmas give `hA` and `hB`, the exponentials of the embedded generators. `hc` says that the embedded generators commute, and the last rewrite multiplies the two exponentials.

```lean
/-- The exponential of a sum of fragment generators is the tensor product of the
fragment exponentials. -/
theorem exp_kronSum (A : Matrix m m ℂ) (B : Matrix n n ℂ) :
    NormedSpace.exp (kronSum A B) = NormedSpace.exp A ⊗ₖ NormedSpace.exp B := by
  -- embedding a fragment into the composite is a continuous ring homomorphism
  let f : Matrix m m ℂ →+* Matrix (m × n) (m × n) ℂ :=
    { toFun := fun X => X ⊗ₖ (1 : Matrix n n ℂ)
      map_one' := Matrix.one_kronecker_one
      map_mul' := fun X Y => by rw [← Matrix.mul_kronecker_mul, one_mul]
      map_zero' := Matrix.zero_kronecker _
      map_add' := fun X Y => Matrix.add_kronecker X Y _ }
  let g : Matrix n n ℂ →+* Matrix (m × n) (m × n) ℂ :=
    { toFun := fun X => (1 : Matrix m m ℂ) ⊗ₖ X
      map_one' := Matrix.one_kronecker_one
      map_mul' := fun X Y => by rw [← Matrix.mul_kronecker_mul, one_mul]
      map_zero' := Matrix.kronecker_zero _
      map_add' := fun X Y => Matrix.kronecker_add _ X Y }
  have hA : NormedSpace.exp (A ⊗ₖ (1 : Matrix n n ℂ)) = NormedSpace.exp A ⊗ₖ 1 :=
    map_exp_matrix f (continuous_matrix fun i j =>
      (continuous_id.matrix_elem i.1 j.1).mul continuous_const)
      (fun c X => Matrix.smul_kronecker c X _) A
  have hB : NormedSpace.exp ((1 : Matrix m m ℂ) ⊗ₖ B) = 1 ⊗ₖ NormedSpace.exp B :=
    map_exp_matrix g (continuous_matrix fun i j =>
      continuous_const.mul (continuous_id.matrix_elem i.2 j.2))
      (fun c X => Matrix.kronecker_smul c _ X) B
  -- operators on different fragments commute
  have hc : Commute (A ⊗ₖ (1 : Matrix n n ℂ)) ((1 : Matrix m m ℂ) ⊗ₖ B) := by
    show _ * _ = _ * _
    simp only [← Matrix.mul_kronecker_mul, one_mul, mul_one]
  rw [kronSum, Matrix.exp_add_of_commute _ _ hc, hA, hB, ← Matrix.mul_kronecker_mul,
    one_mul, mul_one]
```

The transformation law follows. `hneg` moves the minus sign into the fragments, `exp_kronSum` is used for both exponentials, and `simp` multiplies factor by factor and removes $e^{S_i}e^{-S_i}$.

```lean
/-- The sum of the fragment generators transforms the sum of the fragment Hamiltonians
into the sum of the transformed fragment Hamiltonians. -/
theorem dress_kronSum (S₁ H₁ : Matrix m m ℂ) (S₂ H₂ : Matrix n n ℂ) :
    dress (kronSum S₁ S₂) (kronSum H₁ H₂) = kronSum (dress S₁ H₁) (dress S₂ H₂) := by
  have hneg : -kronSum S₁ S₂ = kronSum (-S₁) (-S₂) := by
    ext i j
    simp only [kronSum, Matrix.neg_apply, Matrix.add_apply, Matrix.kroneckerMap_apply]
    ring
  rw [dress, hneg, exp_kronSum, exp_kronSum]
  simp only [kronSum, dress, mul_add, add_mul, ← Matrix.mul_kronecker_mul, mul_one,
    exp_mul_exp_neg]
```

This theorem has no decoupling hypothesis. Generators that decouple each fragment's model space from its complement only approximately still give an additive result. The theorem is about the full exponentials and makes no statement about truncated expansions.

**Q:** Then where does decoupling enter?

**A:** In the main theorem. `hK₁` and `hK₂` name the transformed Hamiltonians, while `h₁` and `h₂` say that they commute with their projectors. The conclusion has two parts: the transformed composite Hamiltonian is `kronSum K₁ K₂`, and this commutes with `P₁ ⊗ₖ P₂`. The first part is the transformation law; the second is the projector calculation above, with `h₁.eq` and `h₂.eq` exchanging the factors.

```lean
/-- Size consistency of exact decoupling: if `exp(Sᵢ) Hᵢ exp(-Sᵢ) = Kᵢ` commutes with `Pᵢ`
on each fragment, the summed generator turns the summed Hamiltonian into the sum of the
`Kᵢ`, which commutes with `P₁ ⊗ P₂`. -/
theorem decoupling_size_consistent {S₁ H₁ K₁ P₁ : Matrix m m ℂ} {S₂ H₂ K₂ P₂ : Matrix n n ℂ}
    (hK₁ : dress S₁ H₁ = K₁) (hK₂ : dress S₂ H₂ = K₂)
    (h₁ : Commute K₁ P₁) (h₂ : Commute K₂ P₂) :
    dress (kronSum S₁ S₂) (kronSum H₁ H₂) = kronSum K₁ K₂ ∧
      Commute (kronSum K₁ K₂) (P₁ ⊗ₖ P₂) := by
  refine ⟨by rw [dress_kronSum, hK₁, hK₂], ?_⟩
  show _ * _ = _ * _
  simp only [kronSum, add_mul, mul_add, ← Matrix.mul_kronecker_mul, one_mul, mul_one,
    h₁.eq, h₂.eq]
```

**Q:** To me, size consistency means that energies add.

**A:** They do. Let $K_1v=E_1v$ and $K_2w=E_2w$. A tensor product $A\otimes B$ of operators acts on a product state factor by factor:

```lean
omit [DecidableEq m] [DecidableEq n] in
private lemma kron_mulVec (A : Matrix m m ℂ) (B : Matrix n n ℂ) (v : m → ℂ) (w : n → ℂ) :
    (A ⊗ₖ B) *ᵥ productState v w = productState (A *ᵥ v) (B *ᵥ w) := by
  ext ⟨i, k⟩
  simp only [productState, Matrix.mulVec, dotProduct, Matrix.kroneckerMap_apply,
    Fintype.sum_prod_type, Finset.sum_mul_sum]
  exact Finset.sum_congr rfl fun x _ => Finset.sum_congr rfl fun y _ => by ring
```

Therefore $K(v\otimes w)=(E_1+E_2)\,v\otimes w$. From $K=e^{S}He^{-S}$ we get $He^{-S}=e^{-S}K$, so

$$He^{-S}(v\otimes w)=e^{-S}K(v\otimes w)=(E_1+E_2)\,e^{-S}(v\otimes w).$$

In the proof, `hK` is the eigenvalue equation for $K$ and `hmove` is the exchange relation.

```lean
/-- Additive energies: if `v` and `w` solve the eigenvalue equations of the transformed
fragment Hamiltonians at `E₁` and `E₂`, the back-transformed product state solves that of
the original composite Hamiltonian at `E₁ + E₂`. -/
theorem energy_additive {S₁ H₁ : Matrix m m ℂ} {S₂ H₂ : Matrix n n ℂ}
    {v : m → ℂ} {w : n → ℂ} {E₁ E₂ : ℂ}
    (hv : dress S₁ H₁ *ᵥ v = E₁ • v) (hw : dress S₂ H₂ *ᵥ w = E₂ • w) :
    kronSum H₁ H₂ *ᵥ (NormedSpace.exp (-kronSum S₁ S₂) *ᵥ productState v w) =
      (E₁ + E₂) • (NormedSpace.exp (-kronSum S₁ S₂) *ᵥ productState v w) := by
  have hK : kronSum (dress S₁ H₁) (dress S₂ H₂) *ᵥ productState v w =
      (E₁ + E₂) • productState v w := by
    rw [kronSum, Matrix.add_mulVec, kron_mulVec, kron_mulVec, Matrix.one_mulVec,
      Matrix.one_mulVec, hv, hw]
    ext p
    simp only [productState, Pi.add_apply, Pi.smul_apply, smul_eq_mul]
    ring
  -- move the Hamiltonian through the back-transformation
  have hinv := mul_eq_one_comm.mp (exp_mul_exp_neg (kronSum S₁ S₂))
  have hmove : kronSum H₁ H₂ * NormedSpace.exp (-kronSum S₁ S₂) =
      NormedSpace.exp (-kronSum S₁ S₂) * dress (kronSum S₁ S₂) (kronSum H₁ H₂) := by
    simp only [dress, ← mul_assoc, hinv, one_mul]
  rw [Matrix.mulVec_mulVec, hmove, dress_kronSum, ← Matrix.mulVec_mulVec, hK,
    Matrix.mulVec_smul]
```

The statement also admits zero vectors. If $v$ and $w$ are nonzero, so is $e^{-S}(v\otimes w)$, because $e^{-S}$ is invertible, and it is then a true eigenvector of the original Hamiltonian. For finite Hubbard clusters with no hopping or interaction between them, this means that energies from exactly transformed effective Hamiltonians can be added cluster by cluster.

**Q:** Can all the hypotheses be met with a generator that does something?

**A:** Yes, and a two-level example shows it. If $S^2=0$, the series stops at $e^{S}=1+S$:

```lean
private lemma exp_sq_zero {S : Matrix m m ℂ} (h : S * S = 0) :
    NormedSpace.exp S = 1 + S := by
  have h0 : ∀ k ∉ Finset.range 2, ((k.factorial : ℂ)⁻¹) • S ^ k = 0 := by
    intro k hk
    have hk' : 2 ≤ k := not_lt.mp fun h2 => hk (Finset.mem_range.mpr h2)
    obtain ⟨j, rfl⟩ := Nat.exists_eq_add_of_le hk'
    rw [pow_add, pow_two, h, zero_mul, smul_zero]
  rw [(exp_series S).unique (hasSum_sum_of_ne_finset_zero h0)]
  simp [Finset.sum_range_succ]
```

Take levels $a,b$ and a number $s$, with

$$S=\begin{pmatrix}0&s\\0&0\end{pmatrix},\qquad H=\begin{pmatrix}a&s(a-b)\\0&b\end{pmatrix}.$$

Here $S$ and $H$ belong to a single fragment. Then

$$(1+S)H(1-S)=\begin{pmatrix}a&sa\\0&b\end{pmatrix}\begin{pmatrix}1&-s\\0&1\end{pmatrix}=\begin{pmatrix}a&0\\0&b\end{pmatrix},$$

which commutes with $\mathrm{diag}(1,0)$. Using this example for both fragments meets every hypothesis of the main theorem. The proof checks the matrices entry by entry.

```lean
/-- A two-level Hamiltonian with levels `a`, `b` and one-way coupling `s (a - b)` is
transformed into `diag(a, b)`, which commutes with the projector `diag(1, 0)`. -/
theorem decoupling_witness (a b s : ℂ) :
    dress !![0, s; 0, 0] !![a, s * (a - b); 0, b] = !![a, 0; 0, b] ∧
      Commute !![a, 0; 0, b] !![1, 0; 0, 0] := by
  have hS : !![0, s; 0, 0] * !![0, s; 0, 0] = 0 := by
    ext i j
    fin_cases i <;> fin_cases j <;> simp [Matrix.mul_apply, Fin.sum_univ_succ]
  constructor
  · -- the generator squares to zero, so its exponential series stops
    rw [dress, exp_sq_zero hS, exp_sq_zero (by rw [neg_mul_neg, hS])]
    ext i j
    fin_cases i <;> fin_cases j <;>
      simp [Matrix.mul_apply, Fin.sum_univ_succ, Matrix.one_apply]
    ring
  · show _ * _ = _ * _
    ext i j
    fin_cases i <;> fin_cases j <;> simp [Matrix.mul_apply, Fin.sum_univ_succ]

end

end SizeConsistentDecoupling
```

**Q:** But that $H$ isn't Hermitian.

**A:** Not when $s\neq 0$ and $a\neq b$. The example shows a non-unitary decoupling, not a Schrieffer–Wolff rotation. A Hermitian two-level $H$ can meet the hypotheses too: some unitary $e^{S}$, with $S$ anti-Hermitian, makes it diagonal, and a diagonal matrix commutes with $\mathrm{diag}(1,0)$.

**Q:** What should I not read into the result?

**A:** The generators $S_i$ are given: their existence is assumed, and no perturbative expansion is constructed or truncated. Nor does the theorem say that a particular recipe, applied directly to the composite, would select the summed generator. The fragments are combined by an ordinary tensor product, without fermionic exchange signs. For Hubbard clusters this suffices when $H_i$, $S_i$ and $P_i$ preserve the parity of the electron number: with the orbitals ordered cluster by cluster, such operators pick up no signs from the other cluster. Any coupling between the fragments lies beyond the model.

```lean
#print axioms SizeConsistentDecoupling.decoupling_size_consistent
-- 'SizeConsistentDecoupling.decoupling_size_consistent' depends on axioms: [propext, Classical.choice, Quot.sound]
#print axioms SizeConsistentDecoupling.energy_additive
-- 'SizeConsistentDecoupling.energy_additive' depends on axioms: [propext, Classical.choice, Quot.sound]
```
